# Löwdin functions of two mirror-image s orbitals with nonzero overlap are Boys orbitals, and their centroids lie beyond the original ones

## Why are the localised orbitals further apart than the atoms?

Take two normalised 1s-like functions centred at $x=-1$ and $x=1$, with overlap $3/5$. I orthogonalise them symmetrically, as Löwdin does, and find centroids at $-5/4$ and $5/4$. Each orbital's average position is now outside the pair of atoms, although both are built only from functions centred on the atoms. I expected mixing to pull the centroids inward. Have I made a mistake, or would a proper Boys localisation of the closed-shell dimer put them back on the atoms?

## Orthogonality removes density from the middle

Your numbers are right, and Boys localisation gives the same centroids. Call your functions $\chi_0$ (left) and $\chi_1$ (right). The left Löwdin function is

$$\phi_0=\frac{\sqrt{10}}{8}\,(3\chi_0-\chi_1).$$

Its density contains $\chi_0^2$ with weight $45/32$, $\chi_1^2$ with weight $5/32$, and an overlap term that integrates to $-18/32$. The total is 1. The overlap density contributes nothing to the mean position, because $\langle\chi_0|x|\chi_1\rangle=0$ by mirror symmetry. The centroid is therefore $-45/32+5/32=-5/4$. An average with a negative weight need not stay between the centres.

### The Boys sum for any orthonormal pair

Let the overlap be $s$ with $|s|<1$, and let the centroids of $\chi_0,\chi_1$ be $-a$ and $a$, measured from the midpoint. Boys localisation minimises the total spread of the orbitals. Since the sum of $\langle x^2\rangle$ is the same for every orthonormal basis of the span, this means maximising the sum of squared centroids.

For orbitals $u=u_0\chi_0+u_1\chi_1$ and $v=v_0\chi_0+v_1\chi_1$, write

$$S_{uv}=u_0v_0+u_1v_1+s(u_0v_1+u_1v_0),\qquad X_{uv}=a(u_1v_1-u_0v_0).$$

Let $u,v$ be orthonormal: $S_{uu}=S_{vv}=1$, $S_{uv}=0$. Three steps give the Boys sum.

1. **The centroids add to zero.** Multiplying out gives, for any coefficients,
$$X_{uu}S_{vv}+X_{vv}S_{uu}-2X_{uv}S_{uv}=0.$$
The terms without $s$ in the first two products add to $2a(u_1^2v_1^2-u_0^2v_0^2)$, and those with $s$ add to $2as[v_0v_1(u_1^2-u_0^2)+u_0u_1(v_1^2-v_0^2)]$. The third product subtracts exactly these. Orthonormality leaves $X_{uu}+X_{vv}=0$.

2. **The determinant is fixed.** With $D=u_0v_1-u_1v_0$, expansion gives
$$S_{uu}S_{vv}-S_{uv}^2=(1-s^2)D^2,\qquad X_{uu}X_{vv}-X_{uv}^2=-a^2D^2.$$
The first expression equals 1, so $D^2=1/(1-s^2)$.

3. **Combine them.** Since $X_{vv}=-X_{uu}$,
$$X_{uu}^2+X_{vv}^2=-2X_{uu}X_{vv}=\frac{2a^2}{1-s^2}-2X_{uv}^2.$$

The sum is largest when the position element between the two orbitals vanishes, provided some orthonormal pair achieves that.

### The Löwdin pair reaches the bound

Set $p=1/\sqrt{1+s}$, $m=1/\sqrt{1-s}$, $c=(p+m)/2$ and $d=(p-m)/2$. The Löwdin functions have coefficients $\phi_0=(c,d)$ and $\phi_1=(d,c)$. Each has squared norm

$$c^2+d^2+2scd=\tfrac12\left[p^2(1+s)+m^2(1-s)\right]=1,$$

and their overlap is

$$2cd+s(c^2+d^2)=\tfrac12\left[p^2(1+s)-m^2(1-s)\right]=0.$$

The position element between them is $a(dc-cd)=0$, so they attain the maximum. The centroid of $\phi_0$ is

$$a(d^2-c^2)=-a\,pm=-\frac{a}{\sqrt{1-s^2}},$$

and that of $\phi_1$ is the opposite value. If $a>0$ and $s\neq0$, then $0<\sqrt{1-s^2}<1$, which puts both centroids strictly outside $[-a,a]$.

For a helium dimer described by one determinant with frozen atomic functions, a centroid beyond the nucleus is therefore no sign of failed localisation.

### What the Lean statements say

An orbital is a coefficient vector `Fin 2 → ℝ`, with indices 0 and 1 as above. The matrices `overlapMatrix s` and `positionMatrix a` hold the integrals, and `braket` forms $S_{uv}$ or $X_{uv}$ from them. `IsOrthonormalPair` uses the overlap metric, not the ordinary dot product of coefficients. `centroid` is the mean position once the orbital is normalised, and `boysSum` is the quantity to be maximised. The numbers $p$ and $m$ are called `rootPlus` and `rootMinus`.

- `loewdin_is_inverse_sqrt` identifies the explicit matrix `loewdin s` as the symmetric, positive definite inverse square root of the overlap matrix.
- `boysSum_eq` is the identity of step 3. It needs no separate bound on $s$, because an orthonormal pair already forces $s^2<1$.
- `loewdin_maximises_boys` gives orthonormality, both centroids and maximality, for every real $a$ and $|s|<1$.
- `boys_maximal_iff` says that an orthonormal pair reaches the maximum exactly when its position cross element is zero. It makes no uniqueness claim; at $a=0$ every orthonormal pair is maximal.
- `centroids_outside` adds $a>0$ and $s\neq0$ and places one centroid beyond each end of the interval.

The zero off-diagonal entries of `positionMatrix` are assumed. They stand for the mirror symmetry of the dimer, with the origin at its midpoint. The step left to the physics is the passage from functions in space to these two matrices, including the vanishing of the $y$ and $z$ matrix elements, which holds for s functions on the $x$ axis. Boys localisation of a larger molecule generally involves more orbitals and all three components, and this two-function result does not settle it.

```lean
import Mathlib

open Matrix

namespace BoysDimer

noncomputable section

/-- Overlap matrix of two normalised real functions with overlap `s`. -/
def overlapMatrix (s : ℝ) : Matrix (Fin 2) (Fin 2) ℝ := !![1, s; s, 1]

/-- Position matrix of the two functions, with centroids `-a` and `a` and no cross element. -/
def positionMatrix (a : ℝ) : Matrix (Fin 2) (Fin 2) ℝ := !![-a, 0; 0, a]

/-- Matrix element between two orbitals given by their coefficients in the two functions. -/
def braket (M : Matrix (Fin 2) (Fin 2) ℝ) (u v : Fin 2 → ℝ) : ℝ := u ⬝ᵥ (M *ᵥ v)

/-- Two orbitals are normalised and mutually orthogonal in the metric of the overlap matrix. -/
def IsOrthonormalPair (s : ℝ) (u v : Fin 2 → ℝ) : Prop :=
  braket (overlapMatrix s) u u = 1 ∧ braket (overlapMatrix s) v v = 1 ∧
    braket (overlapMatrix s) u v = 0

/-- Expectation value of position in a normalised orbital. -/
def centroid (a : ℝ) (u : Fin 2 → ℝ) : ℝ := braket (positionMatrix a) u u

/-- The Boys functional of two orbitals: the sum of their squared centroids. -/
def boysSum (a : ℝ) (u v : Fin 2 → ℝ) : ℝ := centroid a u ^ 2 + centroid a v ^ 2

/-- Inverse square root of the overlap eigenvalue `1 + s`, for `-1 < s`. -/
def rootPlus (s : ℝ) : ℝ := 1 / √(1 + s)

/-- Inverse square root of the overlap eigenvalue `1 - s`, for `s < 1`. -/
def rootMinus (s : ℝ) : ℝ := 1 / √(1 - s)

/-- The Loewdin orthogonalisation matrix, for `|s| < 1`. -/
def loewdin (s : ℝ) : Matrix (Fin 2) (Fin 2) ℝ :=
  !![(rootPlus s + rootMinus s) / 2, (rootPlus s - rootMinus s) / 2;
     (rootPlus s - rootMinus s) / 2, (rootPlus s + rootMinus s) / 2]

/-- The Loewdin-orthogonalised function number `k`, a column of the Loewdin matrix,
for `|s| < 1`. -/
def loewdinOrbital (s : ℝ) (k : Fin 2) : Fin 2 → ℝ := fun i => loewdin s i k

variable {a s : ℝ} {u v : Fin 2 → ℝ}

private lemma braket_two (M : Matrix (Fin 2) (Fin 2) ℝ) (u v : Fin 2 → ℝ) :
    braket M u v = u 0 * (M 0 0 * v 0 + M 0 1 * v 1) + u 1 * (M 1 0 * v 0 + M 1 1 * v 1) := by
  simp [braket, Matrix.mulVec, dotProduct, Fin.sum_univ_two]

private lemma braket_overlap (s : ℝ) (u v : Fin 2 → ℝ) : braket (overlapMatrix s) u v =
    u 0 * v 0 + u 1 * v 1 + s * (u 0 * v 1 + u 1 * v 0) := by
  rw [braket_two]
  show u 0 * (1 * v 0 + s * v 1) + u 1 * (s * v 0 + 1 * v 1) = _
  ring

private lemma braket_position (a : ℝ) (u v : Fin 2 → ℝ) :
    braket (positionMatrix a) u v = a * (u 1 * v 1 - u 0 * v 0) := by
  rw [braket_two]
  show u 0 * (-a * v 0 + 0 * v 1) + u 1 * (0 * v 0 + a * v 1) = _
  ring

private lemma entries (s : ℝ) :
    loewdinOrbital s 0 0 = (rootPlus s + rootMinus s) / 2 ∧
    loewdinOrbital s 0 1 = (rootPlus s - rootMinus s) / 2 ∧
    loewdinOrbital s 1 0 = (rootPlus s - rootMinus s) / 2 ∧
    loewdinOrbital s 1 1 = (rootPlus s + rootMinus s) / 2 := ⟨rfl, rfl, rfl, rfl⟩

private lemma root_facts (hs : |s| < 1) : 0 < rootPlus s ∧ 0 < rootMinus s ∧
    rootPlus s ^ 2 * (1 + s) = 1 ∧ rootMinus s ^ 2 * (1 - s) = 1 ∧
    rootPlus s * rootMinus s = 1 / √(1 - s ^ 2) := by
  obtain ⟨h1, h2⟩ := abs_lt.mp hs
  have hp : 0 < 1 + s := by linarith
  have hm : 0 < 1 - s := by linarith
  refine ⟨one_div_pos.mpr (Real.sqrt_pos.mpr hp), one_div_pos.mpr (Real.sqrt_pos.mpr hm),
    ?_, ?_, ?_⟩
  · rw [rootPlus, div_pow, one_pow, Real.sq_sqrt hp.le]
    exact one_div_mul_cancel hp.ne'
  · rw [rootMinus, div_pow, one_pow, Real.sq_sqrt hm.le]
    exact one_div_mul_cancel hm.ne'
  · rw [show 1 - s ^ 2 = (1 + s) * (1 - s) by ring, Real.sqrt_mul hp.le, rootPlus, rootMinus,
      div_mul_div_comm, one_mul]

/-- For `|s| < 1` the Loewdin matrix is symmetric and positive definite, and its square
is the inverse of the overlap matrix. -/
theorem loewdin_is_inverse_sqrt (hs : |s| < 1) :
    (loewdin s)ᵀ = loewdin s ∧ (∀ c : Fin 2 → ℝ, c ≠ 0 → 0 < braket (loewdin s) c c) ∧
      loewdin s * loewdin s * overlapMatrix s = 1 := by
  obtain ⟨p0, m0, hp, hm, -⟩ := root_facts hs
  refine ⟨by ext i j; fin_cases i <;> fin_cases j <;> rfl, fun c hc => ?_, ?_⟩
  · -- the quadratic form is diagonal in the sum and difference of the coefficients
    have e : braket (loewdin s) c c =
        (rootPlus s * (c 0 + c 1) ^ 2 + rootMinus s * (c 0 - c 1) ^ 2) / 2 := by
      rw [braket_two]
      change c 0 * ((rootPlus s + rootMinus s) / 2 * c 0 + (rootPlus s - rootMinus s) / 2 * c 1)
        + c 1 * ((rootPlus s - rootMinus s) / 2 * c 0 + (rootPlus s + rootMinus s) / 2 * c 1) = _
      ring
    rw [e]
    rcases eq_or_ne (c 0 + c 1) 0 with h | h
    · have h' : c 0 - c 1 ≠ 0 := fun k =>
        hc (funext (Fin.forall_fin_two.mpr
          ⟨by simp only [Pi.zero_apply]; linarith, by simp only [Pi.zero_apply]; linarith⟩))
      positivity
    · positivity
  · ext i j
    fin_cases i <;> fin_cases j <;>
      simp [loewdin, overlapMatrix, Matrix.mul_apply, Fin.sum_univ_two]
    · linear_combination (hp + hm) / 2
    · linear_combination (hp - hm) / 2
    · linear_combination (hp - hm) / 2
    · linear_combination (hp + hm) / 2

/-- For an orthonormal pair the Boys functional is a constant minus twice the squared
position matrix element between the two orbitals. -/
theorem boysSum_eq (h : IsOrthonormalPair s u v) :
    boysSum a u v = 2 * (a ^ 2 / (1 - s ^ 2)) - 2 * braket (positionMatrix a) u v ^ 2 := by
  obtain ⟨hu, hv, ho⟩ := h
  rw [braket_overlap] at hu hv ho
  -- determinant of the overlap in the new basis
  have hD : (1 - s ^ 2) * (u 0 * v 1 - u 1 * v 0) ^ 2 = 1 := by
    linear_combination (v 0 * v 0 + v 1 * v 1 + s * (v 0 * v 1 + v 1 * v 0)) * hu + hv
      - (u 0 * v 0 + u 1 * v 1 + s * (u 0 * v 1 + u 1 * v 0)) * ho
  have hne : 1 - s ^ 2 ≠ 0 := by
    intro h
    rw [h] at hD
    simp at hD
  have hA : a ^ 2 / (1 - s ^ 2) = a ^ 2 * (u 0 * v 1 - u 1 * v 0) ^ 2 := by
    rw [div_eq_iff hne]
    linear_combination (-a ^ 2) * hD
  -- the two centroids add to zero
  have hx : a * (u 1 * u 1 - u 0 * u 0) + a * (v 1 * v 1 - v 0 * v 0) = 0 := by
    linear_combination (-(a * (u 1 * u 1 - u 0 * u 0))) * hv
      - (a * (v 1 * v 1 - v 0 * v 0)) * hu + 2 * (a * (u 1 * v 1 - u 0 * v 0)) * ho
  rw [hA]
  simp only [boysSum, centroid, braket_position]
  linear_combination (a * (u 1 * u 1 - u 0 * u 0) + a * (v 1 * v 1 - v 0 * v 0)) * hx

/-- Position has no matrix element between the two Loewdin-orthogonalised functions. -/
theorem position_loewdin (a s : ℝ) :
    braket (positionMatrix a) (loewdinOrbital s 0) (loewdinOrbital s 1) = 0 := by
  obtain ⟨e1, e2, e3, e4⟩ := entries s
  rw [braket_position, e1, e2, e3, e4]
  ring

/-- For `|s| < 1` the Loewdin-orthogonalised functions are orthonormal, have centroids
`-a/√(1-s²)` and `a/√(1-s²)`, and maximise the Boys functional over all orthonormal pairs
in the span of the two functions. -/
theorem loewdin_maximises_boys (a : ℝ) (hs : |s| < 1) :
    IsOrthonormalPair s (loewdinOrbital s 0) (loewdinOrbital s 1) ∧
    centroid a (loewdinOrbital s 0) = -a / √(1 - s ^ 2) ∧
    centroid a (loewdinOrbital s 1) = a / √(1 - s ^ 2) ∧
    ∀ u v, IsOrthonormalPair s u v →
      boysSum a u v ≤ boysSum a (loewdinOrbital s 0) (loewdinOrbital s 1) := by
  obtain ⟨-, -, hp, hm, hpm⟩ := root_facts hs
  obtain ⟨e1, e2, e3, e4⟩ := entries s
  have hL : IsOrthonormalPair s (loewdinOrbital s 0) (loewdinOrbital s 1) := by
    refine ⟨?_, ?_, ?_⟩ <;> rw [braket_overlap] <;> simp only [e1, e2, e3, e4]
    · linear_combination (hp + hm) / 2
    · linear_combination (hp + hm) / 2
    · linear_combination (hp - hm) / 2
  refine ⟨hL, ?_, ?_, fun u v h => ?_⟩
  · rw [centroid, braket_position, e1, e2, div_eq_mul_one_div (-a), ← hpm]
    ring
  · rw [centroid, braket_position, e3, e4, div_eq_mul_one_div a, ← hpm]
    ring
  · rw [boysSum_eq h, boysSum_eq hL, position_loewdin]
    linarith [sq_nonneg (braket (positionMatrix a) u v)]

/-- For `|s| < 1` an orthonormal pair reaches the Boys value of the Loewdin-orthogonalised
functions exactly when position has no matrix element between its two orbitals. -/
theorem boys_maximal_iff (hs : |s| < 1) (h : IsOrthonormalPair s u v) :
    boysSum a u v = boysSum a (loewdinOrbital s 0) (loewdinOrbital s 1) ↔
      braket (positionMatrix a) u v = 0 := by
  rw [boysSum_eq h, boysSum_eq (loewdin_maximises_boys a hs).1, position_loewdin]
  constructor
  · intro k
    exact (pow_eq_zero_iff two_ne_zero).mp (by linarith)
  · intro k
    rw [k]

/-- For `a > 0` and `0 < |s| < 1` the centroids of the Loewdin-orthogonalised functions lie
strictly outside the interval `[-a, a]`, one on each side. -/
theorem centroids_outside (ha : 0 < a) (hs : |s| < 1) (h0 : s ≠ 0) :
    centroid a (loewdinOrbital s 0) < -a ∧ a < centroid a (loewdinOrbital s 1) := by
  obtain ⟨-, c0, c1, -⟩ := loewdin_maximises_boys a hs
  obtain ⟨h1, h2⟩ := abs_lt.mp hs
  have hpos : 0 < 1 - s ^ 2 := by nlinarith
  have hsq : 0 < s ^ 2 := by positivity
  have hr : √(1 - s ^ 2) < 1 := (Real.sqrt_lt' one_pos).mpr (by linarith)
  have key : a < a / √(1 - s ^ 2) := by
    rw [lt_div_iff₀ (Real.sqrt_pos.mpr hpos)]
    nlinarith
  rw [c0, c1, neg_div]
  exact ⟨by linarith, key⟩

end

end BoysDimer
```

```lean
#print axioms BoysDimer.loewdin_is_inverse_sqrt
#print axioms BoysDimer.loewdin_maximises_boys
#print axioms BoysDimer.boys_maximal_iff
#print axioms BoysDimer.centroids_outside
```

```
'BoysDimer.loewdin_is_inverse_sqrt' depends on axioms: [propext, Classical.choice, Quot.sound]
'BoysDimer.loewdin_maximises_boys' depends on axioms: [propext, Classical.choice, Quot.sound]
'BoysDimer.boys_maximal_iff' depends on axioms: [propext, Classical.choice, Quot.sound]
'BoysDimer.centroids_outside' depends on axioms: [propext, Classical.choice, Quot.sound]
```

### From the algebra to the Lean proof

`braket_overlap` and `braket_position` turn matrix products into the formulas for $S_{uv}$ and $X_{uv}$. `root_facts` collects $p,m>0$, $p^2(1+s)=1$, $m^2(1-s)=1$ and $pm=1/\sqrt{1-s^2}$.

In `loewdin_is_inverse_sqrt`, positivity comes from writing the quadratic form of a coefficient vector $(c_0,c_1)$ as $\tfrac12[p(c_0+c_1)^2+m(c_0-c_1)^2]$. A nonzero vector cannot make both squares vanish. The matrix equation is checked entry by entry, using half the sum or half the difference of the two relations for $p^2$ and $m^2$.

In `boysSum_eq`, `hD` is the overlap determinant of step 2 and `hx` is the zero sum of centroids from step 1. For these two, `linear_combination` names the multiples of the orthonormality equations that produce the result. The final `linear_combination` of the proof multiplies `hx` by the sum of the centroids, because the two sides of the Boys identity differ by $(X_{uu}+X_{vv})^2$.

`position_loewdin` is the cancellation $dc-cd=0$. In `loewdin_maximises_boys`, the norms and the overlap again come from half-sums and half-differences, and the centroids from $pm$. Maximality follows by applying `boysSum_eq` to both pairs and using that a square is nonnegative. `boys_maximal_iff` compares the same two expressions and concludes that the square is zero. Finally, `centroids_outside` shows that the square root is below 1 and divides $a$ by it.

### A nonzero cross element, and the canonical orbitals

Maximality can fail if $\langle\chi_0|x|\chi_1\rangle$ is allowed to be nonzero. Take $s=0$ and the position matrix

$$\begin{pmatrix}-1&1\\1&1\end{pmatrix}.$$

The Löwdin functions are then $\chi_0,\chi_1$ themselves, with Boys sum 2. The normalised eigenvectors have centroids $\pm\sqrt2$ and Boys sum 4.

The identity of step 3 also gives the position matrix element between the canonical orbitals, a corollary not stated in the Lean code. The canonical orbitals $\sigma_\pm=(\chi_0\pm\chi_1)/\sqrt{2(1\pm s)}$ are orthonormal and both have centroid zero. Their Boys sum is zero, so

$$|\langle\sigma_+|x|\sigma_-\rangle|=\frac{a}{\sqrt{1-s^2}}.$$

In this two-function model, the position matrix element between the canonical orbitals has the same size as the displacement of each Boys orbital from the midpoint. In your example both are $5/4$.
